# At positive quartic coupling, the first-order Luttinger-Ward propagator of one real variable is too small

Q: Your field is a single real number x with Boltzmann weight exp(−a x²/2 − u x⁴), and you call the average of x² a propagator. Times, orbitals and fermions have all disappeared. What is left of the physics?

A: The diagrammatic structure. For u = 0 and a > 0 the average is 1/a, the bare propagator, and u is the strength of a four-leg vertex. For u > 0 the quadratic coefficient a may be any real number, and for a < 0 the potential is then a double well.

```lean
import Mathlib

open MeasureTheory

namespace LuttingerWardQuartic

noncomputable section

/-- Boltzmann weight of the zero-dimensional quartic model with quadratic coefficient `a`
and coupling `u`. -/
def weight (a u x : ℝ) : ℝ := Real.exp (-(a * x ^ 2 / 2) - u * x ^ 4)
```

Write Mₙ for the integral of xⁿ times the weight over the real line, `moment a u n` in Lean. The weight is not normalised, so the exact propagator is the ratio G = M₂/M₀.

```lean
/-- Unnormalised `n`-th moment of the weight, for `u > 0`. -/
def moment (a u : ℝ) (n : ℕ) : ℝ := ∫ x : ℝ, x ^ n * weight a u x

/-- Exact propagator: the normalised average of `x ^ 2`, for `u > 0`. -/
def propagator (a u : ℝ) : ℝ := moment a u 2 / moment a u 0
```

Q: And the approximation? You could have picked a convenient formula and named it after Luttinger and Ward.

A: It is tied to a functional of a trial propagator g > 0:

F(g) = (a g − log g)/2 + 3u g²

The last term is the Luttinger-Ward part, cut off after one vertex. Its 3 counts the ways of joining four legs in pairs. This truncated functional is a definition here; the full Luttinger-Ward functional is not constructed.

```lean
/-- First-order Luttinger-Ward functional: one quartic vertex closed by two propagators `g`
in three ways. -/
def phi (u g : ℝ) : ℝ := 3 * u * g ^ 2

/-- Free-energy functional of a trial propagator `g > 0`, with the Luttinger-Ward part kept to
first order. -/
def freeEnergy (a u g : ℝ) : ℝ := (a * g - Real.log g) / 2 + phi u g
```

Setting F′(g) = 0 gives a/2 − 1/(2g) + 6u g = 0, or

1/g = a + 12u g

This is Dyson's equation with a first-order, self-consistent self-energy. Multiplying by g gives a g + 12u g² = 1, whose positive root is the closed form below. That it is the stationary point is proved later.

```lean
/-- Closed form of the first-order Luttinger-Ward propagator, for `u > 0`. -/
def lwPropagator (a u : ℝ) : ℝ := (√(a ^ 2 + 48 * u) - a) / (24 * u)
```

Q: Lean assigns the value 0 to an integral that diverges. How do I know that your moments mean anything?

A: They converge for every u > 0. With b = 1 − a/2, completing the square gives

−a x²/2 − u x⁴ = −x² + b²/(4u) − u (x² − b/(2u))²

so the weight is at most a constant times exp(−x²). In the proof, `key` is this identity and `mono` transfers integrability from the Gaussian.

```lean
/-- For `u > 0` every moment integral converges, whatever the sign of `a`. -/
theorem integrable_moment (a : ℝ) {u : ℝ} (hu : 0 < u) (n : ℕ) :
    Integrable (fun x : ℝ => x ^ n * weight a u x) := by
  have h : Integrable (fun x : ℝ => x ^ n * Real.exp (-1 * x ^ 2)) := by
    have h1 := integrable_rpow_mul_exp_neg_mul_sq (b := 1) one_pos (s := (n : ℝ))
      (by have : (0 : ℝ) ≤ n := Nat.cast_nonneg n
          linarith)
    simpa only [Real.rpow_natCast] using h1
  have hc : Continuous (fun x : ℝ => x ^ n * weight a u x) := by
    unfold weight
    fun_prop
  refine (h.const_mul (Real.exp ((1 - a / 2) ^ 2 / (4 * u)))).mono
    hc.aestronglyMeasurable (Filter.Eventually.of_forall fun x => ?_)
  -- completing the square bounds the weight by a Gaussian
  have hw : weight a u x ≤
      Real.exp ((1 - a / 2) ^ 2 / (4 * u)) * Real.exp (-1 * x ^ 2) := by
    rw [← Real.exp_add]
    apply Real.exp_le_exp.2
    have key : (1 - a / 2) ^ 2 / (4 * u) + -1 * x ^ 2 - (-(a * x ^ 2 / 2) - u * x ^ 4)
        = u * (x ^ 2 - (1 - a / 2) / (2 * u)) ^ 2 := by
      field_simp
      ring
    have := mul_nonneg hu.le (sq_nonneg (x ^ 2 - (1 - a / 2) / (2 * u)))
    linarith
  have hw0 : 0 ≤ weight a u x := (Real.exp_pos _).le
  rw [norm_mul, norm_mul, norm_mul, Real.norm_of_nonneg hw0,
    Real.norm_of_nonneg (Real.exp_pos ((1 - a / 2) ^ 2 / (4 * u))).le,
    Real.norm_of_nonneg (Real.exp_pos (-1 * x ^ 2)).le]
  calc _ ≤ _ := mul_le_mul_of_nonneg_left hw (norm_nonneg (x ^ n))
    _ = _ := by ring
```

Q: Then where do the interactions enter exactly?

A: Through the Schwinger-Dyson equations. The derivative of xⁿ⁺¹ times the weight is

[(n+1) xⁿ − a xⁿ⁺² − 4u xⁿ⁺⁴] exp(−a x²/2 − u x⁴)

and its integral vanishes, so

(n+1) Mₙ = a Mₙ₊₂ + 4u Mₙ₊₄

In Lean, `hd` is the derivative, and `integral_eq_zero_of_hasDerivAt_of_integrable` replaces the usual remark about boundary terms.

```lean
/-- Schwinger-Dyson equations for `u > 0`: each moment is tied to the moments two and four
orders higher. -/
theorem schwinger_dyson (a : ℝ) {u : ℝ} (hu : 0 < u) (n : ℕ) :
    ((n : ℝ) + 1) * moment a u n = a * moment a u (n + 2) + 4 * u * moment a u (n + 4) := by
  have hd : ∀ x : ℝ, HasDerivAt (fun y : ℝ => y ^ (n + 1) * weight a u y)
      (((n : ℝ) + 1) * (x ^ n * weight a u x) - a * (x ^ (n + 2) * weight a u x)
        - 4 * u * (x ^ (n + 4) * weight a u x)) x := by
    intro x
    have q2 : HasDerivAt (fun y : ℝ => y ^ 2) (2 * x) x := by simpa using hasDerivAt_pow 2 x
    have q4 : HasDerivAt (fun y : ℝ => y ^ 4) (4 * x ^ 3) x := by
      simpa using hasDerivAt_pow 4 x
    have h1 : HasDerivAt (fun y : ℝ => -(a * y ^ 2 / 2) - u * y ^ 4)
        (-(a * (2 * x) / 2) - u * (4 * x ^ 3)) x :=
      ((q2.const_mul a).div_const 2).fun_neg.fun_sub (q4.const_mul u)
    refine ((hasDerivAt_pow (n + 1) x).fun_mul h1.exp).congr_deriv ?_
    simp only [weight, Nat.add_sub_cancel]
    push_cast
    ring
  have i0 := (integrable_moment a hu n).const_mul ((n : ℝ) + 1)
  have i2 := (integrable_moment a hu (n + 2)).const_mul a
  have i4 := (integrable_moment a hu (n + 4)).const_mul (4 * u)
  have i02 : Integrable (fun x : ℝ => ((n : ℝ) + 1) * (x ^ n * weight a u x)
      - a * (x ^ (n + 2) * weight a u x)) := i0.sub i2
  -- the integral of a total derivative vanishes
  have h0 := integral_eq_zero_of_hasDerivAt_of_integrable hd (i02.sub i4)
    (integrable_moment a hu (n + 1))
  rw [integral_sub i02 i4, integral_sub i0 i2, integral_const_mul, integral_const_mul,
    integral_const_mul] at h0
  unfold moment
  linarith
```

Q: Those equations never close. You need information about the higher moments.

A: Inequalities suffice. Even moments are positive, because the integrand is nowhere negative and is nonzero at x = 1.

```lean
/-- For `u > 0` the even moments are positive. -/
theorem moment_pos (a : ℝ) {u : ℝ} (hu : 0 < u) (k : ℕ) : 0 < moment a u (2 * k) := by
  refine integral_pos_of_integrable_nonneg_nonzero (x := (1 : ℝ)) ?_
    (integrable_moment a hu (2 * k)) (fun x => ?_) ?_
  · unfold weight
    fun_prop
  · exact mul_nonneg ((even_two_mul k).pow_nonneg x) (Real.exp_pos _).le
  · simp [weight]
```

Next take c = M₂ₖ₊₂/M₂ₖ and integrate a square against the weight:

0 < ∫ x²ᵏ (x² − c)² exp(−a x²/2 − u x⁴) dx = M₂ₖ₊₄ − 2c M₂ₖ₊₂ + c² M₂ₖ = M₂ₖ₊₄ − M₂ₖ₊₂²/M₂ₖ

Hence M₂ₖ₊₂² < M₂ₖ M₂ₖ₊₄. Strictness needs one point where the continuous integrand is nonzero, and Lean is given x = |c| + 1. The identity `hsq` recognises the square, and `linear_combination` clears the denominator.

```lean
/-- For `u > 0` consecutive even moments are strictly log-convex. -/
theorem moment_sq_lt (a : ℝ) {u : ℝ} (hu : 0 < u) (k : ℕ) :
    moment a u (2 * k + 2) ^ 2 < moment a u (2 * k) * moment a u (2 * k + 4) := by
  have h0 := moment_pos a hu k
  obtain ⟨c, hc⟩ : ∃ c, c * moment a u (2 * k) = moment a u (2 * k + 2) :=
    ⟨_, div_mul_cancel₀ _ h0.ne'⟩
  have i4 := integrable_moment a hu (2 * k + 4)
  have i2 := (integrable_moment a hu (2 * k + 2)).const_mul (2 * c)
  have i0 := (integrable_moment a hu (2 * k)).const_mul (c ^ 2)
  have i42 : Integrable (fun x : ℝ => x ^ (2 * k + 4) * weight a u x
      - 2 * c * (x ^ (2 * k + 2) * weight a u x)) := i4.sub i2
  have hsq : ∀ x : ℝ, x ^ (2 * k + 4) * weight a u x
      - 2 * c * (x ^ (2 * k + 2) * weight a u x) + c ^ 2 * (x ^ (2 * k) * weight a u x)
      = (x ^ k * (x ^ 2 - c)) ^ 2 * weight a u x := fun x => by ring
  -- the average of a square that is not identically zero is positive
  have hpos : 0 < ∫ x : ℝ, (x ^ (2 * k + 4) * weight a u x
      - 2 * c * (x ^ (2 * k + 2) * weight a u x) + c ^ 2 * (x ^ (2 * k) * weight a u x)) := by
    refine integral_pos_of_integrable_nonneg_nonzero (x := |c| + 1) ?_ (i42.add i0)
      (fun x => ?_) ?_
    · unfold weight
      fun_prop
    · change 0 ≤ _
      rw [hsq x]
      exact mul_nonneg (sq_nonneg _) (Real.exp_pos _).le
    · rw [hsq]
      have h1 : 0 < |c| + 1 := by positivity
      have h2 : 0 < (|c| + 1) ^ 2 - c := by nlinarith [le_abs_self c, abs_nonneg c]
      exact (mul_pos (pow_pos (mul_pos (pow_pos h1 k) h2) 2) (Real.exp_pos _)).ne'
  rw [integral_add i42 i0, integral_sub i4 i2, integral_const_mul, integral_const_mul] at hpos
  change 0 < moment a u (2 * k + 4) - 2 * c * moment a u (2 * k + 2)
    + c ^ 2 * moment a u (2 * k) at hpos
  have e : moment a u (2 * k) * (moment a u (2 * k + 4) - 2 * c * moment a u (2 * k + 2)
      + c ^ 2 * moment a u (2 * k))
      = moment a u (2 * k) * moment a u (2 * k + 4) - moment a u (2 * k + 2) ^ 2 := by
    linear_combination (c * moment a u (2 * k) - moment a u (2 * k + 2)) * hc
  have := mul_pos h0 hpos
  linarith
```

Q: That bounds the fourth moment from below. An upper bound must come from the interaction.

A: It does. The Schwinger-Dyson equations for n = 0 and n = 2 are

M₀ = a M₂ + 4u M₄
3M₂ = a M₄ + 4u M₆

Multiply the second by M₂, the first by M₄, and subtract. The terms in a cancel:

3M₂² − M₀M₄ = 4u (M₂M₆ − M₄²) > 0

The sign is the previous inequality at k = 1. Dividing by M₀² gives ⟨x⁴⟩ < 3G², where ⟨x⁴⟩ = M₄/M₀: the fourth moment lies below its Wick value. The `linear_combination` line for `e` is this subtraction.

```lean
/-- For `u > 0` the fourth cumulant is negative: the average of `x ^ 4` lies below its Wick
value `3 G ^ 2`. -/
theorem fourth_moment_lt_wick (a : ℝ) {u : ℝ} (hu : 0 < u) :
    moment a u 4 / moment a u 0 < 3 * propagator a u ^ 2 := by
  have h0 : 0 < moment a u 0 := moment_pos a hu 0
  have s0 := schwinger_dyson a hu 0
  have s2 := schwinger_dyson a hu 2
  norm_num at s0 s2
  have h6 : moment a u 4 ^ 2 < moment a u 2 * moment a u 6 := moment_sq_lt a hu 1
  -- two Schwinger-Dyson equations turn the cumulant into a Cauchy-Schwarz gap
  have e : 3 * moment a u 2 ^ 2 - moment a u 0 * moment a u 4
      = 4 * u * (moment a u 2 * moment a u 6 - moment a u 4 ^ 2) := by
    linear_combination moment a u 2 * s2 - moment a u 4 * s0
  have hp : 0 < 3 * moment a u 2 ^ 2 - moment a u 0 * moment a u 4 := by
    rw [e]
    exact mul_pos (by positivity) (sub_pos.2 h6)
  have hq : 3 * propagator a u ^ 2 - moment a u 4 / moment a u 0
      = (3 * moment a u 2 ^ 2 - moment a u 0 * moment a u 4) / moment a u 0 ^ 2 := by
    unfold propagator
    field_simp
  have := div_pos hp (pow_pos h0 2)
  linarith
```

Q: So now you can bound G itself?

A: Yes. Dividing the n = 0 equation by M₀ gives

a G + 4u ⟨x⁴⟩ = 1

The square inequality at k = 0 says G² < ⟨x⁴⟩, and we have just found ⟨x⁴⟩ < 3G². Inserting both yields

a G + 4u G² < 1 < a G + 12u G²

The theorem states exactly this for every real a and every u > 0; a = 1 gives G + 4uG² < 1 < G + 12uG². In the code, `e` is the exact equation, `lo` and `hi` are the two moment bounds, and `nlinarith` inserts them.

```lean
/-- For `u > 0` and any real `a`, the exact propagator `G` satisfies
`a G + 4 u G ^ 2 < 1 < a G + 12 u G ^ 2`. -/
theorem propagator_bounds (a : ℝ) {u : ℝ} (hu : 0 < u) :
    a * propagator a u + 4 * u * propagator a u ^ 2 < 1 ∧
      1 < a * propagator a u + 12 * u * propagator a u ^ 2 := by
  have h0 : 0 < moment a u 0 := moment_pos a hu 0
  have s0 := schwinger_dyson a hu 0
  norm_num at s0
  have e : a * propagator a u + 4 * u * (moment a u 4 / moment a u 0) = 1 := by
    have h : a * propagator a u + 4 * u * (moment a u 4 / moment a u 0)
        = (a * moment a u 2 + 4 * u * moment a u 4) / moment a u 0 := by
      unfold propagator
      ring
    rw [h, ← s0, div_self h0.ne']
  have h4 : moment a u 2 ^ 2 < moment a u 0 * moment a u 4 := moment_sq_lt a hu 0
  have lo : propagator a u ^ 2 < moment a u 4 / moment a u 0 := by
    unfold propagator
    rw [div_pow, div_lt_div_iff₀ (pow_pos h0 2) h0]
    nlinarith [mul_lt_mul_of_pos_right h4 h0]
  have hi := fourth_moment_lt_wick a hu
  constructor
  · nlinarith [mul_lt_mul_of_pos_left lo hu]
  · nlinarith [mul_lt_mul_of_pos_left hi hu]
```

Q: Back to the approximation. Where is the promised link between the functional and the closed form?

A: In two theorems. `HasDerivAt (freeEnergy a u) 0 g` says that F is differentiable at g with derivative zero. For g > 0 this is equivalent to the quadratic equation; Lean computes F′(g) and multiplies by 2g.

```lean
/-- A trial propagator `g > 0` makes the first-order free energy stationary exactly when
`a g + 12 u g ^ 2 = 1`. -/
theorem stationary_iff (a u : ℝ) {g : ℝ} (hg : 0 < g) :
    HasDerivAt (freeEnergy a u) 0 g ↔ a * g + 12 * u * g ^ 2 = 1 := by
  have q2 : HasDerivAt (fun y : ℝ => y ^ 2) (2 * g) g := by simpa using hasDerivAt_pow 2 g
  have hd : HasDerivAt (freeEnergy a u) ((a - g⁻¹) / 2 + 6 * u * g) g := by
    have h := ((((hasDerivAt_id' g).const_mul a).fun_sub
      (Real.hasDerivAt_log hg.ne')).div_const 2).fun_add (q2.const_mul (3 * u))
    exact h.congr_deriv (by ring)
  constructor
  · intro h
    have h1 := hd.unique h
    have h2 : g * g⁻¹ = 1 := mul_inv_cancel₀ hg.ne'
    linear_combination 2 * g * h1 + h2
  · intro h
    have h1 : g⁻¹ = a + 12 * u * g :=
      inv_eq_of_mul_eq_one_right (by linear_combination h)
    refine hd.congr_deriv ?_
    rw [h1]
    ring
```

The second theorem says that the closed form is positive, stationary, and the only positive stationary point. Call it g₁. Subtracting the equations for another solution g and for g₁ gives

(g − g₁)(a + 12u (g + g₁)) = 0

Since a + 12u g = 1/g > 0, the second factor is positive and g = g₁.

```lean
/-- For `u > 0` the closed form is positive and is the only positive stationary point of the
first-order free energy. -/
theorem lwPropagator_spec (a : ℝ) {u : ℝ} (hu : 0 < u) :
    0 < lwPropagator a u ∧ HasDerivAt (freeEnergy a u) 0 (lwPropagator a u) ∧
      ∀ g, 0 < g → HasDerivAt (freeEnergy a u) 0 g → g = lwPropagator a u := by
  have hs : √(a ^ 2 + 48 * u) ^ 2 = a ^ 2 + 48 * u := Real.sq_sqrt (by positivity)
  have hlt : a < √(a ^ 2 + 48 * u) := Real.lt_sqrt_of_sq_lt (by linarith)
  have hp : 0 < lwPropagator a u := div_pos (sub_pos.2 hlt) (by positivity)
  have h24 : 24 * u * lwPropagator a u = √(a ^ 2 + 48 * u) - a :=
    mul_div_cancel₀ _ (by positivity)
  have hL : a * lwPropagator a u + 12 * u * lwPropagator a u ^ 2 = 1 := by
    have h48 : 48 * u ≠ 0 := by positivity
    apply mul_left_cancel₀ h48
    linear_combination (24 * u * lwPropagator a u + a + √(a ^ 2 + 48 * u)) * h24 + hs
  refine ⟨hp, (stationary_iff a u hp).2 hL, fun g hg h => ?_⟩
  have hgE := (stationary_iff a u hg).1 h
  have hpos : 0 < a + 12 * u * g := (mul_pos_iff_of_pos_left hg).1 (by nlinarith)
  have hz : (g - lwPropagator a u) * (a + 12 * u * (g + lwPropagator a u)) = 0 := by
    linear_combination hgE - hL
  rcases mul_eq_zero.1 hz with h1 | h1
  · linarith
  · nlinarith [mul_pos hu hp]
```

Q: Then the comparison should be short.

A: From here on g denotes that stationary point, `lwPropagator a u`. Suppose G ≤ g. Because a + 12u g = 1/g is positive,

a G + 12u G² ≤ G (a + 12u g) ≤ g (a + 12u g) = 1

which contradicts the upper half of the bounds. So g < G for every real a and every u > 0. Lean argues by the same contradiction, with `h2` and `h1` supplying the two inequalities in the chain.

```lean
/-- For `u > 0` and any real `a`, the first-order Luttinger-Ward propagator lies strictly below
the exact one. -/
theorem lwPropagator_lt_propagator (a : ℝ) {u : ℝ} (hu : 0 < u) :
    lwPropagator a u < propagator a u := by
  obtain ⟨hp, hst, -⟩ := lwPropagator_spec a hu
  have hL := (stationary_iff a u hp).1 hst
  have hG : 0 < propagator a u := div_pos (moment_pos a hu 1) (moment_pos a hu 0)
  have hb := (propagator_bounds a hu).2
  by_contra! h
  have hpos : 0 < a + 12 * u * lwPropagator a u :=
    (mul_pos_iff_of_pos_left hp).1 (by nlinarith)
  -- going from the stationary point to a smaller positive propagator cannot raise
  -- the left side of the stationarity equation above 1
  have h1 := mul_le_mul_of_nonneg_right h hpos.le
  have h2 := mul_le_mul_of_nonneg_left h (mul_pos hu hG).le
  nlinarith
```

Q: An underestimate could still be uselessly small.

A: Not for a ≥ 0, where G < √3 g at every positive coupling. If G ≥ √3 g, then G² ≥ 3g², and g < G gives a G ≥ a g, so

a G + 4u G² ≥ a g + 12u g² = 1

This contradicts the lower half. In Lean, `hsq` squares the assumption, and `h1` and `h2` bound the two terms.

```lean
/-- For `u > 0` and `a ≥ 0` the exact propagator is less than `√3` times the first-order
Luttinger-Ward one. -/
theorem propagator_lt_sqrt_three_mul {a u : ℝ} (ha : 0 ≤ a) (hu : 0 < u) :
    propagator a u < √3 * lwPropagator a u := by
  obtain ⟨hp, hst, -⟩ := lwPropagator_spec a hu
  have hL := (stationary_iff a u hp).1 hst
  have hb := (propagator_bounds a hu).1
  by_contra! h
  have h3 : √(3 : ℝ) ^ 2 = 3 := Real.sq_sqrt (by norm_num)
  have hsq := pow_le_pow_left₀ (mul_nonneg (Real.sqrt_nonneg 3) hp.le) h 2
  rw [mul_pow, h3] at hsq
  have h1 := mul_le_mul_of_nonneg_left (lwPropagator_lt_propagator a hu).le ha
  have h2 := mul_le_mul_of_nonneg_left hsq hu.le
  nlinarith

end

end LuttingerWardQuartic
```

```lean
#print axioms LuttingerWardQuartic.lwPropagator_lt_propagator
#print axioms LuttingerWardQuartic.propagator_lt_sqrt_three_mul
```

```
'LuttingerWardQuartic.lwPropagator_lt_propagator' depends on axioms: [propext, Classical.choice, Quot.sound]
'LuttingerWardQuartic.propagator_lt_sqrt_three_mul' depends on axioms: [propext, Classical.choice, Quot.sound]
```

Q: Does the factor √3 survive in a deep double well?

A: No. Fix u and let a → −∞. The weight concentrates at the minima x² = |a|/(4u), so G approaches |a|/(4u), while the closed form approaches |a|/(12u). The ratio G/g tends to 3, so the √3 bound fails for sufficiently negative a. This shows that the bound does not extend to all real a, not that a = 0 is the exact threshold.

Q: What may I take from this to electronic structure?

A: A test case with known error direction for self-consistent first-order diagrammatics, in a model of one classical real variable; it does not fix the sign of the error for interacting electrons.
